# Positivity of 1 − exp(−r_c/R) for positive r_c and R

The declaration states that, for real numbers `rc` and `R` that are both positive, the quantity 1 − exp(−`rc`/`R`) is strictly positive. The file's comment reads `rc > 0` as the case of an attractive field, in which the exponential factor is below one. No field, particle or equation of motion enters the statement, which is an inequality between real numbers. The attempt first shows that `rc / R` is positive, so that its negative is below zero, and from this that the exponential is less than one. `linarith` is then meant to rearrange that bound into the goal.

An attempt in Lean 4 with a fault in it:

```lean
import Mathlib

open Filter Set Topology

namespace ContactFactorLtOne

noncomputable section

/-- In an attractive field (`rc > 0`) and for `R > 0`, the factor `exp(-rc / R)` is below one. -/
theorem contact_factor_lt_one {rc R : ℝ} (hrc : 0 < rc) (hR : 0 < R) :
    0 < 1 - Real.exp (-(rc / R)) := by
  have h : Real.exp (-(rc / R)) < 1 := Real.exp_lt_one (neg_lt_zero.2 (div_pos hrc hR))
  linarith

end

end ContactFactorLtOne
```

The compiler's answer:

```
Main.lean:12:39: error(lean.unknownIdentifier): Unknown constant `Real.exp_lt_one`
```

The message says that Lean knows no constant called `Real.exp_lt_one`. The proof calls this name as a lemma that turns a proof of `x < 0` into a proof of `Real.exp x < 1`, but no declaration of that name is available with the file's imports. The failure is therefore one of naming, and the message finds no fault with the inequality itself.

The diff's one change puts `Real.exp_lt_one_iff.2` in its place. `Real.exp_lt_one_iff` is an equivalence between `Real.exp x < 1` and `x < 0`, and `.2` takes its right-to-left direction, which is the implication the proof needs. The argument `neg_lt_zero.2 (div_pos hrc hR)` already proves `-(rc / R) < 0`, so it is kept as it was, and so is the closing `linarith`.

After these edits no error is left:

```diff
@@ -10,5 +10,5 @@
 theorem contact_factor_lt_one {rc R : ℝ} (hrc : 0 < rc) (hR : 0 < R) :
     0 < 1 - Real.exp (-(rc / R)) := by
-  have h : Real.exp (-(rc / R)) < 1 := Real.exp_lt_one (neg_lt_zero.2 (div_pos hrc hR))
+  have h : Real.exp (-(rc / R)) < 1 := Real.exp_lt_one_iff.2 (neg_lt_zero.2 (div_pos hrc hR))
   linarith
 
```
